# The inversion x ↦ t − x has exactly 2ⁿ centres modulo the translations of an n-dimensional lattice

For every t, the inversion x ↦ t − x, acting on n fractional coordinates taken modulo 1, has exactly 2ⁿ fixed points. Any two of them differ by a vector whose coordinates are each 0 or 1/2 modulo 1. For n = 3 and t = 0 they are the eight inversion centres in a primitive cell of the space group P-1, with the origin placed on one of them.

## Fractional coordinates modulo the lattice

Choose a primitive basis of the lattice, so that the lattice translations are exactly the integer vectors. A point of space has real coordinates r = (r_0, …, r_{n−1}), numbered from 0 as in Lean. Write [r] for its class modulo integer vectors, and use the same brackets for a single coordinate modulo 1.

```lean
import Mathlib

open Set

namespace InversionCentres

noncomputable section
```

The circle ℝ/ℤ is Mathlib's `UnitAddCircle`, and n copies of it hold one point for each class of equivalent points, where equivalent means here that the points differ by a lattice translation.

```lean
/-- Fractional coordinates in `n` dimensions, taken modulo lattice translations. -/
abbrev Torus (n : ℕ) := Fin n → UnitAddCircle
```

The map r ↦ [r] is `toCell`.

```lean
variable {n : ℕ}

/-- The class modulo lattice translations of a point given by real fractional coordinates. -/
def toCell (r : Fin n → ℝ) : Torus n := fun i => (r i : UnitAddCircle)
```

The translation part t is itself a point of the torus. One map `inversion t` therefore stands for a whole family of operations in space, whose translation parts differ by lattice vectors.

```lean
/-- The inversion `x ↦ t - x` acting on points modulo lattice translations. -/
def inversion (t x : Torus n) : Torus n := t - x
```

Write C(t) for the set of fixed points, `centres t` in the file.

```lean
/-- The inversion centres: the points modulo lattice translations fixed by `x ↦ t - x`. -/
def centres (t : Torus n) : Set (Torus n) := {x | inversion t x = x}
```

For ε = (ε_0, …, ε_{n−1}) with entries 0 or 1, write h(ε) for the class of ε/2. This is `halfVector ε`, and "half vector" below means a vector of this form.

```lean
/-- The half-integer vector `ε / 2`, with every `ε i` equal to 0 or 1, modulo lattice
translations. -/
def halfVector (ε : Fin n → Fin 2) : Torus n := toCell fun i => ((ε i : ℕ) : ℝ) / 2
```

Lengths and angles of the cell play no part, so the results hold for any cell shape. In a centred conventional cell some lattice translations have non-integer coordinates, and the count per conventional cell is then a different question. The file contains no atoms and does not define P-1 as a group; it studies the maps x ↦ t − x on the torus, and all the inversions of P-1 give one and the same map of this kind.

## (a) When two real coordinates name the same point

Show that for real a and b

[a] = [b] ⇔ a − b = k for some integer k.

**Solution.** Subtracting, [a] = [b] means [a − b] = 0. A real number has class 0 in ℝ/ℤ exactly when it is an integer.

In Lean, the three rewrites follow this argument. The last one describes the reals of class 0 as integer multiples of the period, and since the period is 1, `simp` identifies such a multiple with the integer itself.

```lean
/-- Two real coordinates are equivalent modulo lattice translations exactly when they differ
by an integer. -/
theorem coe_eq_coe_iff (a b : ℝ) :
    (a : UnitAddCircle) = (b : UnitAddCircle) ↔ ∃ k : ℤ, a - b = k := by
  rw [← sub_eq_zero, ← AddCircle.coe_sub, AddCircle.coe_eq_zero_iff]
  exact ⟨fun ⟨k, hk⟩ => ⟨k, by rw [← hk]; simp⟩, fun ⟨k, hk⟩ => ⟨k, by rw [hk]; simp⟩⟩
```

## (b) Coordinates that vanish on doubling

Show that for u in ℝ/ℤ

u + u = 0 ⇔ u = [0] or u = [1/2].

**Solution.** Let u = [r] with r real. If u + u = 0, then by (a) 2r = k for an integer k. There are two cases:

k = 2m gives r = m, so u = [0];
k = 2m + 1 gives r = m + 1/2, so u = [1/2].

Conversely, 0 + 0 = 0 and 1/2 + 1/2 = 1 are both integers.

The Lean statement writes the two solutions together as e/2 with `e : Fin 2`. The representative r comes from `QuotientAddGroup.mk_surjective`, and `Int.even_or_odd'` makes the split into even and odd k.

```lean
/-- A coordinate modulo 1 vanishes on doubling exactly when it is 0 or 1/2. -/
theorem add_self_eq_zero_iff_half (u : UnitAddCircle) :
    u + u = 0 ↔ ∃ e : Fin 2, u = ((((e : ℕ) : ℝ) / 2 : ℝ) : UnitAddCircle) := by
  constructor
  · intro h
    obtain ⟨r, rfl⟩ := QuotientAddGroup.mk_surjective u
    have h' : ((r + r : ℝ) : UnitAddCircle) = ((0 : ℝ) : UnitAddCircle) := h
    obtain ⟨k, hk⟩ := (coe_eq_coe_iff _ _).1 h'
    have h0 : (((0 : Fin 2) : ℕ) : ℝ) = 0 := by norm_num
    have h1 : (((1 : Fin 2) : ℕ) : ℝ) = 1 := by norm_num
    -- the integer `2 r` is even or odd
    rcases Int.even_or_odd' k with ⟨m, rfl | rfl⟩
    · push_cast at hk
      exact ⟨0, (coe_eq_coe_iff _ _).2 ⟨m, by rw [h0]; linarith⟩⟩
    · push_cast at hk
      exact ⟨1, (coe_eq_coe_iff _ _).2 ⟨m, by rw [h1]; linarith⟩⟩
  · rintro ⟨e, rfl⟩
    change ((((e : ℕ) : ℝ) / 2 + ((e : ℕ) : ℝ) / 2 : ℝ) : UnitAddCircle)
      = ((0 : ℝ) : UnitAddCircle)
    exact (coe_eq_coe_iff _ _).2 ⟨((e : ℕ) : ℤ), by push_cast; ring⟩
```

## (c) Different half vectors are inequivalent

Show that

h(ε) = h(δ) ⇒ ε = δ.

**Solution.** By (a), each coordinate i has an integer k with ε_i/2 − δ_i/2 = k, that is,

ε_i − δ_i = 2k.

The left side is −1, 0 or 1, and the only even number among these is 0. Hence ε_i = δ_i for every i.

The Lean proof obtains the same equation over the reals, carries it over to the integers with `exact_mod_cast`, and leaves the parity argument to `omega`, which also receives the bounds ε_i < 2 and δ_i < 2.

```lean
/-- Different choices of `ε` in `{0, 1}ⁿ` give half-integer vectors that are inequivalent
modulo lattice translations. -/
theorem halfVector_injective : Function.Injective (halfVector (n := n)) := by
  intro ε δ h
  funext i
  obtain ⟨k, hk⟩ := (coe_eq_coe_iff (((ε i : ℕ) : ℝ) / 2) (((δ i : ℕ) : ℝ) / 2)).1
    (congrFun h i)
  have hr : ((ε i : ℕ) : ℝ) - ((δ i : ℕ) : ℝ) = 2 * (k : ℝ) := by linarith
  have hz : ((ε i : ℕ) : ℤ) - ((δ i : ℕ) : ℤ) = 2 * k := by exact_mod_cast hr
  have h1 := (ε i).isLt
  have h2 := (δ i).isLt
  apply Fin.ext
  omega
```

## (d) Fixed points of the torus and centres in space

A fixed point on the torus need only return to an equivalent point. Show that it nevertheless comes from an operation that fixes a point of real space: for real vectors t and r,

[r] ∈ C([t]) ⇔ there is m ∈ ℤⁿ with t_i + m_i − r_i = r_i for all i.

**Solution.** The left side says [t_i − r_i] = [r_i] for every i. By (a) this means

t_i − 2r_i = k_i with k_i an integer.

Put m_i = −k_i and rearrange to obtain t_i + m_i − r_i = r_i. The steps can be read backwards.

The integer vector m is a lattice translation, so r is a true centre of the operation x ↦ t + m − x in real space. In Lean, `choose` gathers the integers found for the separate coordinates into one vector, and `linarith` does the rearrangement.

```lean
/-- A point `r` of real space represents an inversion centre exactly when, for some lattice
vector `m`, the operation `x ↦ t + m - x` leaves `r` itself in place. -/
theorem toCell_mem_centres_iff (t r : Fin n → ℝ) :
    toCell r ∈ centres (toCell t) ↔ ∃ m : Fin n → ℤ, ∀ i, t i + m i - r i = r i := by
  constructor
  · intro h
    have h' : ∀ i, ∃ k : ℤ, (t i - r i) - r i = k := fun i =>
      (coe_eq_coe_iff (t i - r i) (r i)).1 (congrFun h i)
    choose m hm using h'
    exact ⟨fun i => -m i, fun i => by push_cast; linarith [hm i]⟩
  · rintro ⟨m, hm⟩
    funext i
    exact (coe_eq_coe_iff (t i - r i) (r i)).2
      ⟨-m i, by push_cast; linarith [hm i]⟩
```

## (e) The operation seen from a centre

Let c be a centre and x a displacement from it. Show that

t − (c + x) = c − x.

**Solution.** Since c is fixed, t − c = c, so t = c + c. Then

t − (c + x) = c + c − c − x = c − x.

With the origin moved to c, the operation simply reverses x. If an ideal periodic crystal has this inversion as a symmetry, its structure factors, the Fourier coefficients of its real electron density, are therefore real when computed from such an origin.

The hypothesis `hc` says that c is a centre. The Lean proof turns it into t = c + c, substitutes, and lets `abel` do the algebra.

```lean
/-- Measured from an inversion centre `c`, the operation `x ↦ t - x` reverses the sign of the
displacement. -/
theorem inversion_about_centre {t c : Torus n} (hc : c ∈ centres t) (x : Torus n) :
    inversion t (c + x) = c - x := by
  have ht : t = c + c := sub_eq_iff_eq_add.mp hc
  change t - (c + x) = c - x
  rw [ht]
  abel
```

## (f) All centres from one

Let x ∈ C(t). Show that

y ∈ C(t) ⇔ y = x + h(ε) for some ε.

**Solution.** As in (e), t = x + x. If y is also a centre, then t = y + y, and subtracting gives

(y_i − x_i) + (y_i − x_i) = 0 for every i.

By (b), each difference y_i − x_i is [0] or [1/2], so y − x is a half vector. For n ≥ 1, x + x = y + y on the torus does not force x = y, and this is where the additional centres come from.

Conversely, let y = x + h with h = h(ε). By (b), h + h = 0, so

t − y = x + x − x − h = x − h = x + h = y.

In the file, `choose ε hε` assembles ε from the coordinatewise results of (b). The second `calc` block is the converse, with h + h subtracted explicitly and then replaced by 0.

```lean
/-- Given one inversion centre `x`, a point is an inversion centre of the same operation exactly
when it differs from `x` by a half-integer vector. -/
theorem mem_centres_iff_half {t x : Torus n} (hx : x ∈ centres t) (y : Torus n) :
    y ∈ centres t ↔ ∃ ε, y = x + halfVector ε := by
  have hx' : t = x + x := sub_eq_iff_eq_add.mp hx
  constructor
  · intro hy
    have hy' : t = y + y := sub_eq_iff_eq_add.mp hy
    -- the difference of two centres vanishes on doubling
    have h : ∀ i, ∃ e : Fin 2,
        y i - x i = ((((e : ℕ) : ℝ) / 2 : ℝ) : UnitAddCircle) := by
      intro i
      apply (add_self_eq_zero_iff_half _).1
      have hi : x i + x i = y i + y i := congrFun (hx'.symm.trans hy') i
      calc y i - x i + (y i - x i) = (y i + y i) - (x i + x i) := by abel
        _ = 0 := by rw [hi, sub_self]
    choose ε hε using h
    exact ⟨ε, funext fun i => sub_eq_iff_eq_add'.mp (hε i)⟩
  · rintro ⟨ε, rfl⟩
    have h2 : halfVector ε + halfVector ε = 0 :=
      funext fun i => (add_self_eq_zero_iff_half _).2 ⟨ε i, rfl⟩
    change t - (x + halfVector ε) = x + halfVector ε
    rw [hx']
    calc x + x - (x + halfVector ε)
        = x + halfVector ε - (halfVector ε + halfVector ε) := by abel
      _ = x + halfVector ε := by rw [h2, sub_zero]
```

## (g) A first centre

Part (f) needs a centre to start from. Show that for every t there is a c with

t − c = c.

**Solution.** Choose real numbers r_i with [r_i] = t_i and set c_i = [r_i/2]. Then

r_i − r_i/2 = r_i/2,

so c is fixed. Another choice of the r_i may lead to another centre, but any one will do.

Lean states this as `(centres t).Nonempty`. The proof supplies the halved representative and confirms each coordinate through (a), with the integer 0.

```lean
/-- Every inversion `x ↦ t - x` has an inversion centre. -/
theorem centres_nonempty (t : Torus n) : (centres t).Nonempty := by
  choose r hr using fun i => QuotientAddGroup.mk_surjective (t i)
  -- halve a real representative of `t`
  refine ⟨toCell fun i => r i / 2, ?_⟩
  funext i
  change t i - ((r i / 2 : ℝ) : UnitAddCircle) = ((r i / 2 : ℝ) : UnitAddCircle)
  rw [← hr i]
  exact (coe_eq_coe_iff (r i - r i / 2) (r i / 2)).2 ⟨0, by push_cast; ring⟩
```

## (h) The number of centres

Show that

|C(t)| = 2ⁿ,

and that for all x, y ∈ C(t)

y − x = h(ε) for some ε.

**Solution.** Take a centre c from (g). By (f), C(t) consists of the points c + h(ε). By (c), different ε give different points, and there are 2ⁿ choices of ε. The second claim is (f) with x subtracted.

**A two-dimensional instance.** Take t = (0.4, 0.7). Halving gives the centre (0.2, 0.35), and adding the half vectors gives all four:

(0.2, 0.35), (0.7, 0.35), (0.2, 0.85), (0.7, 0.85).

For the last one, t − x = (−0.3, −0.15), which is equivalent to (0.7, 0.85). The lattice vector of (d) is here m = 2r − t = (1, 1), whereas for the first centre it is (0, 0). The four centres thus belong to operations with different lattice translations.

In Lean, the number of elements is `ncard`. This function returns 0 for an infinite set, so the value 2ⁿ also tells us that the set is finite. The proof writes C(t) as the image of all ε under ε ↦ c + h(ε) (`hset`), shows that this map is injective (`hinj`), and counts the functions from `Fin n` to `Fin 2`.

```lean
/-- The inversion `x ↦ t - x` has exactly `2 ^ n` centres modulo lattice translations, and any
two of them differ by a half-integer vector. -/
theorem inversion_centres (t : Torus n) :
    (centres t).ncard = 2 ^ n ∧
      ∀ x ∈ centres t, ∀ y ∈ centres t, ∃ ε, y - x = halfVector ε := by
  constructor
  · obtain ⟨c, hc⟩ := centres_nonempty t
    have hset : centres t = (fun ε => c + halfVector ε) '' univ := by
      ext y
      rw [mem_centres_iff_half hc y]
      constructor
      · rintro ⟨ε, h⟩
        exact ⟨ε, mem_univ _, h.symm⟩
      · rintro ⟨ε, -, h⟩
        exact ⟨ε, h.symm⟩
    have hinj : Function.Injective (fun ε : Fin n → Fin 2 => c + halfVector ε) :=
      fun ε δ h => halfVector_injective (add_left_cancel h)
    rw [hset, Set.ncard_image_of_injective _ hinj, Set.ncard_univ,
      Nat.card_eq_fintype_card]
    simp
  · intro x hx y hy
    obtain ⟨ε, h⟩ := (mem_centres_iff_half hx y).1 hy
    exact ⟨ε, sub_eq_iff_eq_add'.mpr h⟩
```

## (i) The inversion centres of P-1

The inversions in P-1 differ from one another only by lattice translations, so they all give the same map on the torus, which is x ↦ −x when the origin is placed on a centre. Show that

C(0) = { [(a, b, c)] : a, b, c ∈ {0, 1/2} }, |C(0)| = 8.

**Solution.** The count is (h) with n = 3. The origin is a centre because 0 − 0 = 0, so by (f) the centres are the half vectors themselves:

(0, 0, 0), (1/2, 0, 0), (0, 1/2, 0), (0, 0, 1/2),
(1/2, 1/2, 0), (1/2, 0, 1/2), (0, 1/2, 1/2), (1/2, 1/2, 1/2).

Each of these points is its own image modulo translations, so each is a Wyckoff position of multiplicity one.

The Lean statement gives the count and a description of membership, with `![a, b, c]` as the vector of real coordinates. From left to right, the proof applies (f) at the origin and reads the coordinates off ε. From right to left, it checks directly that each allowed coordinate s satisfies [0 − s] = [s]: the difference of the two sides is 0 for s = 0 and −1 for s = 1/2.

```lean
/-- In three dimensions the inversion `x ↦ -x` has exactly eight centres modulo lattice
translations, namely the points whose three coordinates are each 0 or 1/2. -/
theorem centres_P1bar :
    (centres (0 : Torus 3)).ncard = 8 ∧
      ∀ x : Torus 3, x ∈ centres 0 ↔
        ∃ a b c : ℝ, (a = 0 ∨ a = 1 / 2) ∧ (b = 0 ∨ b = 1 / 2) ∧ (c = 0 ∨ c = 1 / 2) ∧
          x = toCell ![a, b, c] := by
  refine ⟨by rw [(inversion_centres (0 : Torus 3)).1]; norm_num, fun x => ⟨?_, ?_⟩⟩
  · intro hx
    have h0 : (0 : Torus 3) ∈ centres 0 := sub_zero (0 : Torus 3)
    obtain ⟨ε, h⟩ := (mem_centres_iff_half h0 x).1 hx
    have he : ∀ e : Fin 2, ((e : ℕ) : ℝ) / 2 = 0 ∨ ((e : ℕ) : ℝ) / 2 = 1 / 2 := by
      intro e
      fin_cases e <;> simp
    refine ⟨_, _, _, he (ε 0), he (ε 1), he (ε 2), ?_⟩
    rw [h, zero_add]
    funext i
    fin_cases i <;> rfl
  · rintro ⟨a, b, c, ha, hb, hc, rfl⟩
    -- each coordinate 0 or 1/2 equals its own negative modulo 1
    have key : ∀ s : ℝ, (s = 0 ∨ s = 1 / 2) →
        ((0 - s : ℝ) : UnitAddCircle) = (s : UnitAddCircle) := by
      rintro s (rfl | rfl)
      · exact (coe_eq_coe_iff _ _).2 ⟨0, by norm_num⟩
      · exact (coe_eq_coe_iff _ _).2 ⟨-1, by norm_num⟩
    funext i
    fin_cases i
    · exact key a ha
    · exact key b hb
    · exact key c hc

end

end InversionCentres
```

```lean
#print axioms InversionCentres.toCell_mem_centres_iff
-- 'InversionCentres.toCell_mem_centres_iff' depends on axioms: [propext, Classical.choice, Quot.sound]
#print axioms InversionCentres.inversion_about_centre
-- 'InversionCentres.inversion_about_centre' depends on axioms: [propext, Classical.choice, Quot.sound]
#print axioms InversionCentres.inversion_centres
-- 'InversionCentres.inversion_centres' depends on axioms: [propext, Classical.choice, Quot.sound]
#print axioms InversionCentres.centres_P1bar
-- 'InversionCentres.centres_P1bar' depends on axioms: [propext, Classical.choice, Quot.sound]
```
